# Mean order K − β⟨V⟩ of the auxiliary-field expansion for a Hubbard interaction with diagonal H₀

Consider Hubbard sites between which no electron can hop. A continuous-time auxiliary-field simulation expands the partition function in the on-site interaction $V$, and each order brings one more Ising field to store and update. How many fields are there on average?

Let the remaining Hamiltonian $H_0$ be diagonal in the occupations, as it is when it holds only site energies; it then commutes with $V$. At inverse temperature $\beta$, for any constant $K\neq0$,

$$e^{-\beta(H_0+V)}=e^{-K}\sum_{n\ge0}\frac{K^n}{n!}\,e^{-\beta H_0}\Big(1-\frac{\beta V}{K}\Big)^n .$$

The constant $K$ stands for an energy shift $-K/\beta$, which changes no thermal average but does change the distribution of the order $n$.

## Operators on occupation states

In Lean 4 with Mathlib:

```lean
import Mathlib

namespace ContinuousTimeAuxiliaryField

noncomputable section
```

This loads the mathematical library Mathlib and opens a namespace.

```lean
/-- Occupation states of a lattice: each site carries an up and a down occupation. -/
abbrev Fock (ι : Type*) := ι → Bool × Bool
```

A state $c$ gives every site a pair of truth values: up occupied, down occupied. Only number operators appear below, so no fermionic signs are needed.

```lean
variable {ι : Type*} [Fintype ι] [DecidableEq ι]

/-- Number operator of spin-up electrons on site `i`. -/
def nUp (i : ι) : Matrix (Fock ι) (Fock ι) ℝ :=
  Matrix.diagonal fun c => if (c i).1 then 1 else 0
```

The finite type `ι` is the set of sites; write $L$ for its size, `Fintype.card ι`. The matrix $n_{i\uparrow}$ is diagonal with entries 0 and 1.

```lean
/-- Number operator of spin-down electrons on site `i`. -/
def nDn (i : ι) : Matrix (Fock ι) (Fock ι) ℝ :=
  Matrix.diagonal fun c => if (c i).2 then 1 else 0
```

The same for $n_{i\downarrow}$.

```lean
/-- The Hubbard interaction `U ∑ᵢ (n↑ n↓ - (n↑ + n↓)/2)`. -/
def interaction (U : ℝ) : Matrix (Fock ι) (Fock ι) ℝ :=
  U • ∑ i, (nUp i * nDn i - (1 / 2 : ℝ) • (nUp i + nDn i))
```

$V=U\sum_i\big(n_{i\uparrow}n_{i\downarrow}-\tfrac12(n_{i\uparrow}+n_{i\downarrow})\big)$. The one-body shift is part of $V$; any other chemical potential belongs in $H_0$.

```lean
/-- Equals one if site `i` is singly occupied, and zero otherwise. -/
def unpaired (i : ι) (c : Fock ι) : ℝ := if (c i).1 = (c i).2 then 0 else 1
```

$u_i(c)$ is 1 on a singly occupied site and 0 on an empty or doubly occupied one. Let $m(c)=\sum_i u_i(c)$.

```lean
/-- Thermal average of `A` for the Hamiltonian `H` at inverse temperature `β`. -/
def thermalAverage (β : ℝ) (H A : Matrix (Fock ι) (Fock ι) ℝ) : ℝ :=
  (NormedSpace.exp ((-β) • H) * A).trace / (NormedSpace.exp ((-β) • H)).trace
```

$\langle A\rangle=\mathrm{Tr}[e^{-\beta H}A]/\mathrm{Tr}\,e^{-\beta H}$, with the trace over all particle numbers.

```lean
/-- Weight of expansion order `n` for commuting `H₀` and `V`: `Kⁿ Tr[exp(-β H₀) (1 - β V / K)ⁿ] /
n!`. -/
def orderWeight (β K : ℝ) (H₀ V : Matrix (Fock ι) (Fock ι) ℝ) (n : ℕ) : ℝ :=
  K ^ n * (NormedSpace.exp ((-β) • H₀) * (1 - (β / K) • V) ^ n).trace / n.factorial
```

$W_n=K^n\,\mathrm{Tr}[e^{-\beta H_0}(1-\beta V/K)^n]/n!$, not yet normalised.

```lean
/-- Mean expansion order under the normalised order weights. -/
def meanOrder (β K : ℝ) (H₀ V : Matrix (Fock ι) (Fock ι) ℝ) : ℝ :=
  (∑' n : ℕ, (n : ℝ) * orderWeight β K H₀ V n) / ∑' n : ℕ, orderWeight β K H₀ V n
```

The mean order is $\sum_n nW_n/\sum_n W_n$; `∑'` denotes an infinite sum.

```lean
/-- The exponential of a diagonal operator is taken state by state. -/
theorem exp_diag (t : ℝ) (a : Fock ι → ℝ) :
    NormedSpace.exp (t • Matrix.diagonal a) =
      Matrix.diagonal fun c => Real.exp (t * a c) := by
  rw [← Matrix.diagonal_smul, Matrix.exp_diagonal]
  congr 1
  funext c
  first
    | simp only [Pi.exp_apply, Real.exp_eq_exp_ℝ, Pi.smul_apply, smul_eq_mul]
    | simp only [Pi.coe_exp, Real.exp_eq_exp_ℝ, Pi.smul_apply, smul_eq_mul]
```

The exponential of a diagonal matrix is taken entry by entry.

```lean
/-- The interaction is diagonal, with energy `-U/2` for every singly occupied site. -/
theorem interaction_eq (U : ℝ) :
    interaction (ι := ι) U =
      Matrix.diagonal fun c => -(U / 2) * ∑ i, unpaired i c := by
  have site (i : ι) : nUp i * nDn i - (1 / 2 : ℝ) • (nUp i + nDn i) =
      Matrix.diagonal fun c => -(1 / 2) * unpaired i c := by
    ext c d
    by_cases h : c = d
    · subst h
      simp only [nUp, nDn, unpaired, Matrix.diagonal_mul_diagonal, Matrix.sub_apply,
        Matrix.smul_apply, Matrix.add_apply, Matrix.diagonal_apply_eq, smul_eq_mul]
      cases h1 : (c i).1 <;> cases h2 : (c i).2 <;> norm_num
    · simp [nUp, nDn, Matrix.diagonal_apply_ne _ h]
  simp only [interaction, site]
  ext c d
  by_cases h : c = d
  · subst h
    simp only [Matrix.smul_apply, Matrix.sum_apply, Matrix.diagonal_apply_eq,
      smul_eq_mul, ← Finset.mul_sum]
    ring
  · simp [Matrix.sum_apply, Matrix.diagonal_apply_ne _ h]
```

The bracket in $V$ is $0$ for an empty site, $-\tfrac12$ for a single electron and $1-1=0$ for a pair. Hence $V$ is diagonal with entries $-\tfrac U2m(c)$. The proof separates diagonal from off-diagonal entries with `by_cases`, and `cases` runs through the four occupations.

## Ising fields for the interaction

```lean
/-- Auxiliary-field decomposition: if `K (cosh γ - 1) = β U L / 2` with `K ≠ 0` and `L ≥ 1` sites,
then `1 - β V / K` is the average over sites and Ising fields `s = ±1` of `exp(γ s (n↑ - n↓))`. -/
theorem auxiliary_field [Nonempty ι] {β U K γ : ℝ} (hK : K ≠ 0)
    (hγ : K * (Real.cosh γ - 1) = β * U * Fintype.card ι / 2) :
    1 - (β / K) • interaction (ι := ι) U = (1 / (2 * (Fintype.card ι : ℝ))) •
      ∑ i, ∑ s ∈ ({1, -1} : Finset ℝ), NormedSpace.exp ((γ * s) • (nUp i - nDn i)) := by
  -- The field sum is 2 on an empty or doubly occupied site and 2 cosh γ on a singly occupied one.
  have site (i : ι) : ∑ s ∈ ({1, -1} : Finset ℝ),
      NormedSpace.exp ((γ * s) • (nUp i - nDn i)) =
      Matrix.diagonal fun c => 2 + 2 * (Real.cosh γ - 1) * unpaired i c := by
    rw [Finset.sum_pair (by norm_num), nUp, nDn, Matrix.diagonal_sub, exp_diag, exp_diag,
      Matrix.diagonal_add]
    congr 1
    funext c
    unfold unpaired
    cases h1 : (c i).1 <;> cases h2 : (c i).2 <;> simp [Real.cosh_eq] <;> ring
  have hL : (Fintype.card ι : ℝ) ≠ 0 := Nat.cast_ne_zero.mpr Fintype.card_ne_zero
  have hc : Real.cosh γ - 1 = β * U * Fintype.card ι / 2 / K := by
    rw [eq_div_iff hK]
    linear_combination hγ
  simp only [site, interaction_eq, hc]
  ext c d
  by_cases h : c = d
  · subst h
    simp only [Matrix.sub_apply, Matrix.one_apply_eq, Matrix.smul_apply, Matrix.sum_apply,
      Matrix.diagonal_apply_eq, smul_eq_mul]
    rw [Finset.sum_add_distrib, ← Finset.mul_sum, Finset.sum_const, Finset.card_univ,
      nsmul_eq_mul]
    field_simp
    ring
  · simp [Matrix.sum_apply, Matrix.diagonal_apply_ne _ h, Matrix.one_apply_ne h]
```

The hypothesis `hγ` reads $K(\cosh\gamma-1)=\beta UL/2$; for one atom this is $\cosh\gamma=1+\beta U/(2K)$. On site $i$, $n_{i\uparrow}-n_{i\downarrow}$ is $0$ if $u_i=0$ and $\pm1$ if $u_i=1$, so

$$\sum_{s=\pm1}e^{\gamma s(n_{i\uparrow}-n_{i\downarrow})}=2+2(\cosh\gamma-1)u_i .$$

This is the step `site`. Summing over $i$ and dividing by $2L$ gives

$$1+(\cosh\gamma-1)\frac mL=1+\frac{\beta U}{2K}m=1-\frac{\beta V}{K}.$$

```lean
/-- For repulsive `U` and `L` sites, `γ = log(x + √(x² - 1))` with `x = 1 + β U L / (2K)`
satisfies the coupling condition of the auxiliary field. -/
theorem auxiliary_field_witness {β U K : ℝ} (hβ : 0 ≤ β) (hU : 0 ≤ U) (hK : 0 < K) (L : ℕ) :
    let x := 1 + β * U * L / (2 * K)
    K * (Real.cosh (Real.log (x + √(x ^ 2 - 1))) - 1) = β * U * L / 2 := by
  intro x
  have hx : 1 ≤ x := le_add_of_nonneg_right (by positivity)
  have hs : √(x ^ 2 - 1) ^ 2 = x ^ 2 - 1 := Real.sq_sqrt (by nlinarith)
  have hy : 0 < x + √(x ^ 2 - 1) := by positivity
  have hinv : (x + √(x ^ 2 - 1))⁻¹ = x - √(x ^ 2 - 1) :=
    inv_eq_of_mul_eq_one_right (by linear_combination -hs)
  have hxK : K * (x - 1) = β * U * L / 2 := by
    simp only [x]
    field_simp
    ring
  rw [Real.cosh_eq, Real.exp_neg, Real.exp_log hy, hinv]
  linear_combination hxK
```

A real $\gamma$ exists for $\beta,U\ge0$ and $K>0$. Put $x=1+\beta UL/(2K)\ge1$ and $y=x+\sqrt{x^2-1}$. Then $1/y=x-\sqrt{x^2-1}$ (`hinv`), so $\cosh(\log y)=\tfrac12(y+1/y)=x$.

## Summing over the order

```lean
/-- For diagonal operators the order weight is a Boltzmann sum of `(K - β v)ⁿ / n!`. -/
theorem orderWeight_eq {β K : ℝ} (hK : K ≠ 0) (e v : Fock ι → ℝ) (n : ℕ) :
    orderWeight β K (Matrix.diagonal e) (Matrix.diagonal v) n =
      ∑ c, Real.exp (-β * e c) * ((K - β * v c) ^ n / n.factorial) := by
  have h1 : 1 - (β / K) • Matrix.diagonal v =
      Matrix.diagonal fun c => 1 - β / K * v c := by
    ext c d
    by_cases h : c = d
    · subst h; simp
    · simp [h]
  rw [orderWeight, h1, exp_diag, Matrix.diagonal_pow, Matrix.diagonal_mul_diagonal,
    Matrix.trace_diagonal, Finset.mul_sum, Finset.sum_div]
  refine Finset.sum_congr rfl fun c _ => ?_
  have h2 : K - β * v c = K * (1 - β / K * v c) := by field_simp
  rw [h2, mul_pow, Pi.pow_apply]
  ring
```

Let $e_c$ and $v_c$ be the diagonal entries of $H_0$ and $V$. Since $K(1-\beta v_c/K)=K-\beta v_c$,

$$W_n=\sum_c e^{-\beta e_c}\frac{(K-\beta v_c)^n}{n!}.$$

```lean
/-- Normalisation and first moment of the weights `xⁿ / n!`. -/
theorem hasSum_poisson (x : ℝ) :
    HasSum (fun n : ℕ => x ^ n / (n.factorial : ℝ)) (Real.exp x) ∧
    HasSum (fun n : ℕ => (n : ℝ) * (x ^ n / (n.factorial : ℝ))) (x * Real.exp x) := by
  have h0 : HasSum (fun n : ℕ => x ^ n / (n.factorial : ℝ)) (Real.exp x) := by
    rw [Real.exp_eq_exp_ℝ, NormedSpace.exp_eq_tsum_div]
    exact (Real.summable_pow_div_factorial x).hasSum
  refine ⟨h0, ?_⟩
  -- The factor n cancels against n!, which shifts the series by one order.
  have hf : (fun n : ℕ => ((n + 1 : ℕ) : ℝ) * (x ^ (n + 1) / ((n + 1).factorial : ℝ))) =
      fun n : ℕ => x * (x ^ n / (n.factorial : ℝ)) := by
    funext n
    have hn : (n.factorial : ℝ) ≠ 0 := Nat.cast_ne_zero.mpr n.factorial_ne_zero
    have hn1 : (n : ℝ) + 1 ≠ 0 := by positivity
    rw [Nat.factorial_succ]
    push_cast
    field_simp
    ring
  have hv : x * Real.exp x - ∑ i ∈ Finset.range 1, (i : ℝ) * (x ^ i / (i.factorial : ℝ)) =
      x * Real.exp x := by simp
  have h1 : HasSum (fun n : ℕ => ((n + 1 : ℕ) : ℝ) * (x ^ (n + 1) / ((n + 1).factorial : ℝ)))
      (x * Real.exp x - ∑ i ∈ Finset.range 1, (i : ℝ) * (x ^ i / (i.factorial : ℝ))) := by
    rw [hf, hv]
    exact h0.mul_left x
  refine (hasSum_nat_add_iff' 1).mp ?_
  exact h1
```

`HasSum f a` says that the series converges to $a$. The first series is that of $e^x$. In the second, the term $n=0$ vanishes and $n\,x^n/n!=x\cdot x^{n-1}/(n-1)!$ for the others, so the sum is $xe^x$. The proof makes the same shift by one order.

```lean
/-- For diagonal `H₀` and `V` the order weights sum to `exp(K) Z`, and their first moment is `exp(K)
(K Z - β Tr[exp(-β(H₀+V)) V])`, where `Z = Tr exp(-β(H₀+V))`. -/
theorem hasSum_orderWeight {β K : ℝ} (hK : K ≠ 0) (e v : Fock ι → ℝ) :
    let H₀ := Matrix.diagonal e
    let V := Matrix.diagonal v
    let ρ := NormedSpace.exp ((-β) • (H₀ + V))
    HasSum (orderWeight β K H₀ V) (Real.exp K * ρ.trace) ∧
    HasSum (fun n : ℕ => (n : ℝ) * orderWeight β K H₀ V n)
      (Real.exp K * (K * ρ.trace - β * (ρ * V).trace)) := by
  intro H₀ V ρ
  have key (c : Fock ι) : Real.exp (-β * e c) * Real.exp (K - β * v c) =
      Real.exp K * Real.exp (-β * (e c + v c)) := by
    rw [← Real.exp_add, ← Real.exp_add]
    congr 1
    ring
  simp only [ρ, H₀, V, Matrix.diagonal_add, exp_diag, Matrix.diagonal_mul_diagonal,
    Matrix.trace_diagonal]
  constructor
  · have hf : orderWeight β K (Matrix.diagonal e) (Matrix.diagonal v) = fun n : ℕ =>
        ∑ c, Real.exp (-β * e c) * ((K - β * v c) ^ n / (n.factorial : ℝ)) :=
      funext (orderWeight_eq hK e v)
    have hv : Real.exp K * ∑ c, Real.exp (-β * (e c + v c)) =
        ∑ c, Real.exp (-β * e c) * Real.exp (K - β * v c) := by
      rw [Finset.mul_sum]
      exact Finset.sum_congr rfl fun c _ => (key c).symm
    rw [hf, hv]
    exact hasSum_sum fun c _ => (hasSum_poisson (K - β * v c)).1.mul_left _
  · have hf : (fun n : ℕ => (n : ℝ) *
        orderWeight β K (Matrix.diagonal e) (Matrix.diagonal v) n) = fun n : ℕ =>
        ∑ c, Real.exp (-β * e c) * ((n : ℝ) * ((K - β * v c) ^ n / (n.factorial : ℝ))) := by
      funext n
      rw [orderWeight_eq hK, Finset.mul_sum]
      exact Finset.sum_congr rfl fun c _ => by ring
    have hv : Real.exp K * (K * ∑ c, Real.exp (-β * (e c + v c)) -
        β * ∑ c, Real.exp (-β * (e c + v c)) * v c) =
        ∑ c, Real.exp (-β * e c) * ((K - β * v c) * Real.exp (K - β * v c)) := by
      rw [Finset.mul_sum, Finset.mul_sum, ← Finset.sum_sub_distrib, Finset.mul_sum]
      refine Finset.sum_congr rfl fun c _ => ?_
      linear_combination -(K - β * v c) * key c
    rw [hf, hv]
    exact hasSum_sum fun c _ => (hasSum_poisson (K - β * v c)).2.mul_left _
```

Here `ρ` is the unnormalised $\rho=e^{-\beta(H_0+V)}$; let $Z=\mathrm{Tr}\,\rho$. Setting $x=K-\beta v_c$ in each state and joining the exponents (`key`),

$$\sum_nW_n=\sum_ce^{-\beta e_c}e^{K-\beta v_c}=e^KZ,$$

$$\sum_n nW_n=e^K\sum_c(K-\beta v_c)e^{-\beta(e_c+v_c)}=e^K\big(KZ-\beta\,\mathrm{Tr}[\rho V]\big).$$

```lean
/-- For diagonal `H₀` and `V` the mean expansion order is `K - β⟨V⟩`, with the thermal
average taken for `H₀ + V`. -/
theorem meanOrder_diagonal {β K : ℝ} (hK : K ≠ 0) (e v : Fock ι → ℝ) :
    meanOrder β K (Matrix.diagonal e) (Matrix.diagonal v) =
      K - β * thermalAverage β (Matrix.diagonal e + Matrix.diagonal v)
        (Matrix.diagonal v) := by
  obtain ⟨h0, h1⟩ := hasSum_orderWeight (β := β) hK e v
  have hZ : (NormedSpace.exp ((-β) • (Matrix.diagonal e + Matrix.diagonal v))).trace ≠ 0 := by
    rw [Matrix.diagonal_add, exp_diag, Matrix.trace_diagonal]
    exact (Finset.sum_pos (fun c _ => Real.exp_pos _) Finset.univ_nonempty).ne'
  rw [meanOrder, h0.tsum_eq, h1.tsum_eq, thermalAverage,
    mul_div_mul_left _ _ (Real.exp_pos K).ne', sub_div, mul_div_cancel_right₀ _ hZ,
    mul_div_assoc]
```

Because $Z>0$, the two sums can be divided, and the mean order is $K-\beta\langle V\rangle$. This holds for any diagonal $V$ and any $K\ne0$, even where some $W_n$ are negative and the mean is only a signed ratio.

## Positive weights and bounds for repulsion

```lean
/-- For the repulsive Hubbard interaction and any diagonal `H₀`, all order weights are
positive and the mean order `K - β⟨V⟩` lies between `K` and `K + β U L / 2` on `L` sites. -/
theorem hubbard_meanOrder {β U K : ℝ} (hβ : 0 ≤ β) (hU : 0 ≤ U) (hK : 0 < K)
    (e : Fock ι → ℝ) :
    let H₀ := Matrix.diagonal e
    let V := interaction (ι := ι) U
    (∀ n, 0 < orderWeight β K H₀ V n) ∧
    meanOrder β K H₀ V = K - β * thermalAverage β (H₀ + V) V ∧
    meanOrder β K H₀ V ∈ Set.Icc K (K + β * U * Fintype.card ι / 2) := by
  intro H₀ V
  have hu (i : ι) (c : Fock ι) : 0 ≤ unpaired i c ∧ unpaired i c ≤ 1 := by
    unfold unpaired
    split_ifs <;> norm_num
  have hs0 (c : Fock ι) : 0 ≤ ∑ i, unpaired i c := Finset.sum_nonneg fun i _ => (hu i c).1
  have hs1 (c : Fock ι) : ∑ i, unpaired i c ≤ Fintype.card ι := by
    calc ∑ i, unpaired i c ≤ ∑ _i : ι, (1 : ℝ) := Finset.sum_le_sum fun i _ => (hu i c).2
      _ = Fintype.card ι := by simp
  -- The interaction energy of every state lies in [-U L / 2, 0].
  obtain ⟨v, hV, hv0, hv1⟩ : ∃ v : Fock ι → ℝ, V = Matrix.diagonal v ∧
      (∀ c, v c ≤ 0) ∧ ∀ c, -(U * Fintype.card ι / 2) ≤ v c :=
    ⟨_, interaction_eq U, fun c => by nlinarith [mul_nonneg hU (hs0 c)],
      fun c => by nlinarith [mul_le_mul_of_nonneg_left (hs1 c) hU]⟩
  have hmean := meanOrder_diagonal (β := β) hK.ne' e v
  rw [hV]
  refine ⟨fun n => ?_, hmean, ?_⟩
  · rw [orderWeight_eq hK.ne']
    refine Finset.sum_pos (fun c _ => ?_) Finset.univ_nonempty
    have hx : 0 < K - β * v c := by nlinarith [mul_nonneg hβ (neg_nonneg.mpr (hv0 c))]
    positivity
  · have hZ : 0 < ∑ c, Real.exp (-β * (e c + v c)) :=
      Finset.sum_pos (fun c _ => Real.exp_pos _) Finset.univ_nonempty
    have havg : thermalAverage β (Matrix.diagonal e + Matrix.diagonal v) (Matrix.diagonal v) =
        (∑ c, Real.exp (-β * (e c + v c)) * v c) / ∑ c, Real.exp (-β * (e c + v c)) := by
      simp only [thermalAverage, Matrix.diagonal_add, exp_diag,
        Matrix.diagonal_mul_diagonal, Matrix.trace_diagonal]
    have hup : (∑ c, Real.exp (-β * (e c + v c)) * v c) /
        ∑ c, Real.exp (-β * (e c + v c)) ≤ 0 :=
      div_nonpos_of_nonpos_of_nonneg (Finset.sum_nonpos fun c _ =>
        mul_nonpos_of_nonneg_of_nonpos (Real.exp_pos _).le (hv0 c)) hZ.le
    have hlo : -(U * Fintype.card ι / 2) ≤ (∑ c, Real.exp (-β * (e c + v c)) * v c) /
        ∑ c, Real.exp (-β * (e c + v c)) := by
      rw [le_div_iff₀ hZ, Finset.mul_sum]
      refine Finset.sum_le_sum fun c _ => ?_
      linarith [mul_le_mul_of_nonneg_left (hv1 c) (Real.exp_pos (-β * (e c + v c))).le]
    rw [hmean, havg]
    constructor
    · linarith [mul_nonneg hβ (neg_nonneg.mpr hup)]
    · linarith [mul_le_mul_of_nonneg_left hlo hβ]
```

From $0\le m(c)\le L$ and $U\ge0$ follows $-UL/2\le v_c\le0$. For $\beta\ge0$ and $K>0$ this gives $K-\beta v_c\ge K>0$, so every $W_n$ is positive. The average $\langle V\rangle$ lies in the same interval as the $v_c$ (`hlo`, `hup`), so

$$K\le K-\beta\langle V\rangle\le K+\tfrac12\beta UL .$$

For these sites without hopping, the mean number of Ising fields thus exceeds $K$ by at most an amount linear in $\beta UL$. With hopping, $H_0$ and $V$ in general do not commute. The expansion then needs time-ordered products, which the proof here does not cover, although the mean order is still $K-\beta\langle V\rangle$.

Repulsion matters. Take one atom with $H_0=0$, $\beta=K=1$ and $U=-6$. Then $W_1=4K+\beta U=-2$, the mean order is about $0.86<K$, and $\cosh\gamma=-2$ has no real solution.

```lean
/-- Mean expansion order of a single Hubbard atom with `H₀ = 0`. -/
theorem atom_meanOrder {β U K : ℝ} (hK : K ≠ 0) :
    meanOrder β K 0 (interaction (ι := Unit) U) =
      K + β * U / 2 * (Real.exp (β * U / 2) / (1 + Real.exp (β * U / 2))) := by
  -- Two of the four states are empty or doubly occupied, and two are singly occupied.
  have hs (g : ℝ → ℝ) : ∑ c : Fock Unit, g (∑ i, unpaired i c) = 2 * g 0 + 2 * g 1 := by
    have hsum : ∑ c : Fock Unit, g (∑ i, unpaired i c) =
        ∑ p : Bool × Bool, g (∑ i : Unit, unpaired i (fun _ => p)) :=
      Fintype.sum_equiv (Equiv.funUnique Unit (Bool × Bool))
        (fun c : Fock Unit => g (∑ i, unpaired i c))
        (fun p => g (∑ i : Unit, unpaired i (fun _ => p))) (fun c => rfl)
    rw [hsum]
    simp [Fintype.sum_prod_type, unpaired]
    ring
  have h0 : Real.exp (-β * (0 + -(U / 2) * 0)) = 1 := by simp
  have h1 : Real.exp (-β * (0 + -(U / 2) * 1)) = Real.exp (β * U / 2) := by
    congr 1
    ring
  have hnum : ∑ c : Fock Unit, Real.exp (-β * (0 + -(U / 2) * ∑ i, unpaired i c)) *
      (-(U / 2) * ∑ i, unpaired i c) = -U * Real.exp (β * U / 2) :=
    (hs fun s => Real.exp (-β * (0 + -(U / 2) * s)) * (-(U / 2) * s)).trans (by
      simp only [h0, h1]
      ring)
  have hden : ∑ c : Fock Unit, Real.exp (-β * (0 + -(U / 2) * ∑ i, unpaired i c)) =
      2 * (1 + Real.exp (β * U / 2)) :=
    (hs fun s => Real.exp (-β * (0 + -(U / 2) * s))).trans (by
      simp only [h0, h1]
      ring)
  have hm := meanOrder_diagonal (β := β) hK (fun _ : Fock Unit => (0 : ℝ))
    (fun c => -(U / 2) * ∑ i, unpaired i c)
  simp only [thermalAverage, Matrix.diagonal_add, exp_diag, Matrix.diagonal_mul_diagonal,
    Matrix.trace_diagonal, hnum, hden] at hm
  rw [interaction_eq, ← Matrix.diagonal_zero]
  refine hm.trans ?_
  have hp : 1 + Real.exp (β * U / 2) ≠ 0 := by positivity
  field_simp
  ring

end

end ContinuousTimeAuxiliaryField
```

`Unit` has one element, hence one site. Two states, the empty and the doubly occupied one, have Boltzmann factor 1; two are singly occupied, with factor $e^{\beta U/2}$. The step `hs` does this counting. So $Z=2(1+e^{\beta U/2})$ and $\mathrm{Tr}[\rho V]=-Ue^{\beta U/2}$, which gives the mean order

$$K+\frac{\beta U}{2}\,\frac{e^{\beta U/2}}{1+e^{\beta U/2}} .$$

The fraction is the probability of single occupation.

```lean
#print axioms ContinuousTimeAuxiliaryField.auxiliary_field
#print axioms ContinuousTimeAuxiliaryField.hubbard_meanOrder
#print axioms ContinuousTimeAuxiliaryField.atom_meanOrder
```

```
'ContinuousTimeAuxiliaryField.auxiliary_field' depends on axioms: [propext, Classical.choice, Quot.sound]
'ContinuousTimeAuxiliaryField.hubbard_meanOrder' depends on axioms: [propext, Classical.choice, Quot.sound]
'ContinuousTimeAuxiliaryField.atom_meanOrder' depends on axioms: [propext, Classical.choice, Quot.sound]
```
